# Time reversal changes the sign of a time-odd observable's expectation value

In a finite-dimensional state space, let time reversal act as complex conjugation followed by a unitary matrix U, so that a Hermitian density matrix D becomes U conj(D) U†. The theorem `moment_reversed` says that if a Hermitian observable M is time-odd, meaning U conj(M) = −M U, then tr(U conj(D) U† M) = −tr(D M). D need be neither positive nor of trace one; when its trace is not zero, the expectation value is tr(D M) divided by tr D, and this changes sign too, since time reversal keeps tr D. The proof moves U round the trace, replaces U† M U by −conj(M), and uses the fact that tr(D M) is real.

As first written in Lean, the proof fails:

```lean
import Mathlib

open Matrix

namespace MomentReversed

noncomputable section

variable {n ι : Type*} [Fintype n] [DecidableEq n] [Fintype ι] [DecidableEq ι]

/-- The entrywise complex conjugate of a matrix. -/
def cc {m k : Type*} (A : Matrix m k ℂ) : Matrix m k ℂ := A.map (starRingEnd ℂ)

/-- The time-reversed density matrix `U conj(D) U†`. -/
def reversed (U D : Matrix n n ℂ) : Matrix n n ℂ := U * cc D * Uᴴ

/-- An operator is time-odd, like a magnetic moment, if `U conj(A) = -A U`. -/
def TimeOdd (U A : Matrix n n ℂ) : Prop := U * cc A = -(A * U)

/-- Complex conjugation respects matrix products. -/
theorem cc_mul {l m k : Type*} [Fintype m] (A : Matrix l m ℂ) (B : Matrix m k ℂ) :
    cc (A * B) = cc A * cc B := by
  ext i j
  simp [cc, Matrix.mul_apply]

/-- For unitary `U`, time reversal of a Hermitian density matrix changes the sign of the
expectation value of every time-odd Hermitian observable. -/
theorem moment_reversed {U D M : Matrix n n ℂ} (hU : U ∈ unitaryGroup n ℂ)
    (hD : D.IsHermitian) (hM : M.IsHermitian) (hodd : TimeOdd U M) :
    (reversed U D * M).trace = -(D * M).trace := by
  have h1 : Uᴴ * U = 1 := mem_unitaryGroup_iff'.mp hU
  have hm : Uᴴ * M * U = -cc M := by
    have h : M * U = -(U * cc M) := by rw [hodd, neg_neg]
    rw [Matrix.mul_assoc, h, Matrix.mul_neg, ← Matrix.mul_assoc, h1, Matrix.one_mul]
  -- the expectation value of a Hermitian observable is real
  have hreal : star (D * M).trace = (D * M).trace := by
    rw [← trace_conjTranspose, conjTranspose_mul, hD.eq, hM.eq, trace_mul_comm]
  have hcc : (cc (D * M)).trace = star (D * M).trace := by
    simp [cc, Matrix.trace, map_sum]
  calc (reversed U D * M).trace = (U * (cc D * Uᴴ * M)).trace := by
        simp only [reversed, Matrix.mul_assoc]
    _ = (cc D * (Uᴴ * M * U)).trace := by
        rw [trace_mul_comm]
        simp only [Matrix.mul_assoc]
    _ = -(D * M).trace := by
        rw [hm, Matrix.mul_neg, trace_neg, ← cc_mul, hcc, hreal]

end

end MomentReversed
```

The error:

```
Main.lean:38:56: error: unsolved goals
n : Type u_1
inst✝¹ : Fintype n
inst✝ : DecidableEq n
U D M : Matrix n n ℂ
hU : U ∈ unitaryGroup n ℂ
hD : D.IsHermitian
hM : M.IsHermitian
hodd : TimeOdd U M
h1 : Uᴴ * U = 1
hm : Uᴴ * M * U = -cc M
hreal : star (D * M).trace = (D * M).trace
⊢ ∑ i, (D.map ⇑(starRingEnd ℂ) * M.map ⇑(starRingEnd ℂ)) i i = ∑ x, (starRingEnd ℂ) ((D * M) x x)
Main.lean:39:28: warning: This simp argument is unused:
  map_sum

Hint: Omit it from the simp argument list.
  [apply] simp [cc, Matrix.trace]

Note: This linter can be disabled with `set_option linter.unusedSimpArgs false`
```

Cause. The error is in the auxiliary fact `hcc`, that the trace of a conjugated matrix is the conjugate of its trace. It was stated only for the product `D * M`. Once `simp` had unfolded `cc`, it carried the entrywise conjugation into the product, giving `D.map … * M.map …` on the left. On the right it left the conjugate of each diagonal entry of `D * M`. The two sums are equal, but `simp` did not bring them to the same form, and the goal stayed open.

The repair states `hcc` for an arbitrary matrix `A`. There is now no product to split, so both sides reduce to the sum of the conjugated diagonal entries of `A`. The final `rw` can stay as it was, because it applies the general `hcc` with `D * M` for `A`.

The warning says only that `map_sum` was not used in the `simp` call; removing it is mere tidying.

After these edits no error is left:

```diff
@@ -36,6 +36,6 @@
   have hreal : star (D * M).trace = (D * M).trace := by
     rw [← trace_conjTranspose, conjTranspose_mul, hD.eq, hM.eq, trace_mul_comm]
-  have hcc : (cc (D * M)).trace = star (D * M).trace := by
-    simp [cc, Matrix.trace, map_sum]
+  have hcc (A : Matrix n n ℂ) : (cc A).trace = star A.trace := by
+    simp [cc, Matrix.trace]
   calc (reversed U D * M).trace = (U * (cc D * Uᴴ * M)).trace := by
         simp only [reversed, Matrix.mul_assoc]
```
